# A stretched-bond model with square-root-of-gap repulsion and faster-decaying binding has a unique energy maximum

The gap $\Delta$ between the bonding and antibonding Kohn–Sham orbitals of a stretched homonuclear bond, such as that of H₂, is modelled as a pure exponential in the separation $R$, and the energy as a repulsion proportional to $\sqrt{\Delta}$ minus a binding term with its own decay rate:

$$\Delta(R)=e^{-2aR},\qquad V(R)=c\sqrt{\Delta(R)}-b\,e^{-kR}.$$

Here $b>0$ and $c>0$ are the strengths of binding and repulsion, $2a$ is the decay rate of the gap and $k$ that of the binding. The gap is measured in units of its prefactor, so $b$ and $c$ are energies.

The square root stands for a feature of the direct random-phase approximation (RPA), which leaves exchange out of the coupling. In a two-level RPA the excitation frequency has the form $\sqrt{\Delta(\Delta+\kappa)}$, with $\kappa>0$ a coupling, and for a gap much smaller than $\kappa$ this behaves as $\sqrt{\kappa\Delta}$. Half of this frequency enters the RPA correlation energy with a plus sign, so the term raises the energy. The binding term stands for the attraction between the fragments. Its exponential form is postulated, as is the condition $0<a<k$, which makes it die out before the repulsion does. The van der Waals attraction, which falls off as a power of $R$ and would outlast both exponentials, is left out.

RPA curves for stretched H₂ from a closed-shell reference can show an unphysical hump at intermediate distances. In this two-exponential model, the theorems below locate such a hump and give its height.

## The gap and the energy as Lean functions

```lean
import Mathlib

open Real Filter Topology

namespace RPAStretchedBond

noncomputable section

/-- The gap of a stretched bond at separation `R`, closing exponentially for `a > 0`, in units of
its prefactor. -/
def gap (a R : ℝ) : ℝ := exp (-(2 * a * R))
```

`gap a R` is $\Delta(R)$. The notation `(a R : ℝ) : ℝ` says that two real numbers go in and one comes out. Nothing restricts $R$ to positive distances, so statements about all `R` include negative values.

```lean
/-- The model energy of the stretched bond relative to separated fragments: a repulsion
proportional to the square root of the gap, minus a binding term with decay rate `k`. -/
def energy (a k b c R : ℝ) : ℝ := c * √(gap a R) - b * exp (-(k * R))
```

`energy a k b c R` is $V(R)$. The arguments come in a fixed order: the two rates, the two strengths, then the separation. The zero of energy is identified with the separated fragments. There is no short-range repulsion, so the model has no equilibrium bond length and describes only the stretched region.

```lean
/-- The separation at which the barrier sits, for positive strengths `b`, `c` and decay rates
`0 < a < k`. -/
def barrierPosition (a k b c : ℝ) : ℝ := log (k * b / (a * c)) / (k - a)
```

This names the candidate for the maximum,
$$R^*=\frac{1}{k-a}\ln\frac{kb}{ac}.$$
By hand it comes from setting $V'(R)=-ac\,e^{-aR}+kb\,e^{-kR}$ to zero. The definition only records the formula; that it is a maximum is proved later, without derivatives.

## Two exponentials and the sign of their difference

```lean
/-- The square root of the gap decays at half the rate of the gap, so the energy is a difference
of two exponentials. -/
theorem energy_eq (a k b c R : ℝ) :
    energy a k b c R = c * exp (-(a * R)) - b * exp (-(k * R)) := by
  have h : gap a R = exp (-(a * R)) ^ 2 := by
    unfold gap
    rw [sq, ← Real.exp_add]
    congr 1
    ring
  unfold energy
  rw [h, Real.sqrt_sq (Real.exp_pos _).le]
```

In ordinary notation, $V(R)=c\,e^{-aR}-b\,e^{-kR}$. Since $e^{-2aR}=(e^{-aR})^2$ and $e^{-aR}$ is positive, the square root of the gap is $e^{-aR}$. The inner statement `h` is the first of these facts, and `Real.sqrt_sq` takes the root, using the positivity.

```lean
/-- If the binding decays faster than the repulsion and both have positive strength, the energy
lies above that of the separated fragments exactly beyond the separation `ln(b/c)/(k-a)`. -/
theorem energy_pos_iff {a k b c : ℝ} (hak : a < k) (hb : 0 < b) (hc : 0 < c) (R : ℝ) :
    0 < energy a k b c R ↔ log (b / c) / (k - a) < R := by
  rw [div_lt_iff₀ (sub_pos.2 hak), Real.log_lt_iff_lt_exp (div_pos hb hc), div_lt_iff₀ hc,
    energy_eq]
  -- factor out the faster exponential
  have h : exp (-(a * R)) = exp (R * (k - a)) * exp (-(k * R)) := by
    rw [← Real.exp_add]
    congr 1
    ring
  have h' : c * (exp (R * (k - a)) * exp (-(k * R))) - b * exp (-(k * R))
      = (exp (R * (k - a)) * c - b) * exp (-(k * R)) := by ring
  rw [h, h', mul_pos_iff_of_pos_right (Real.exp_pos _), sub_pos]
```

The items `hak`, `hb` and `hc` are hypotheses: `hak` is the assumption $a<k$, while `hb` and `hc` make the strengths positive. The claim after the colon is that $V(R)>0$ if and only if $R>\ln(b/c)/(k-a)$.

By hand, pull out the faster exponential:
$$V(R)=\left(c\,e^{(k-a)R}-b\right)e^{-kR}.$$
The last factor is positive, so the sign is that of the bracket. The bracket is positive when $e^{(k-a)R}>b/c$, and taking logarithms gives the threshold. Lean's first `rw` turns the threshold side into $b<e^{(k-a)R}c$ and writes the energy as a difference of two exponentials. The statements `h` and `h'` then do the factoring, and the last line discards the positive factor.

## Position and height of the barrier

```lean
/-- For positive strengths and decay rates `0 < a < k`, the binding at the barrier position is
the fraction `a/k` of the repulsion there. -/
theorem binding_at_barrier {a k b c : ℝ} (ha : 0 < a) (hak : a < k) (hb : 0 < b) (hc : 0 < c) :
    b * exp (-(k * barrierPosition a k b c))
      = a / k * (c * exp (-(a * barrierPosition a k b c))) := by
  have hk : 0 < k := ha.trans hak
  have hne : k - a ≠ 0 := (sub_pos.2 hak).ne'
  have e : (k - a) * barrierPosition a k b c = log (k * b / (a * c)) := by
    unfold barrierPosition
    field_simp
  have h : exp (-(a * barrierPosition a k b c))
      = k * b / (a * c) * exp (-(k * barrierPosition a k b c)) := by
    rw [← Real.exp_log (show 0 < k * b / (a * c) by positivity), ← e, ← Real.exp_add]
    congr 1
    ring
  rw [h]
  field_simp
```

At $R^*$ the binding is the fraction $a/k$ of the repulsion. By the definition of $R^*$,
$$e^{(k-a)R^*}=\frac{kb}{ac},\qquad\text{so}\qquad e^{-aR^*}=\frac{kb}{ac}\,e^{-kR^*}.$$
Multiplying by $ac/k$ gives $b\,e^{-kR^*}=\frac{a}{k}\,c\,e^{-aR^*}$. In the proof, `e` is the definition cleared of its denominator and `h` is the second equation above; `field_simp` finishes the algebra.

```lean
/-- For positive strengths and decay rates `0 < a < k`, the energy at the barrier position is
the fraction `1 - a/k` of the repulsion there. -/
theorem barrier_height {a k b c : ℝ} (ha : 0 < a) (hak : a < k) (hb : 0 < b) (hc : 0 < c) :
    energy a k b c (barrierPosition a k b c)
      = (1 - a / k) * (c * exp (-(a * barrierPosition a k b c))) := by
  rw [energy_eq]
  linear_combination -(binding_at_barrier ha hak hb hc)
```

Subtracting the binding from the repulsion leaves
$$V(R^*)=\left(1-\frac{a}{k}\right)c\,e^{-aR^*}.$$
The tactic `linear_combination` is told which known equation to subtract and checks that the remaining algebra is an identity.

```lean
/-- For positive strengths and decay rates `0 < a < k`, the energy at any other separation is
strictly below its value at the barrier position. -/
theorem energy_lt_barrier {a k b c : ℝ} (ha : 0 < a) (hak : a < k) (hb : 0 < b) (hc : 0 < c)
    {R : ℝ} (hR : R ≠ barrierPosition a k b c) :
    energy a k b c R < energy a k b c (barrierPosition a k b c) := by
  have hk : 0 < k := ha.trans hak
  have hB := binding_at_barrier ha hak hb hc
  rw [barrier_height ha hak hb hc, energy_eq]
  generalize barrierPosition a k b c = S at hR hB ⊢
  -- strict convexity of the exponential, in the displacement from the barrier
  have key : exp (-(a * (R - S))) < a / k * exp (-(k * (R - S))) + (1 - a / k) := by
    have hne : -(k * (R - S)) ≠ 0 := neg_ne_zero.2 (mul_ne_zero hk.ne' (sub_ne_zero.2 hR))
    have h := strictConvexOn_exp.2 (Set.mem_univ (-(k * (R - S)))) (Set.mem_univ (0 : ℝ)) hne
      (div_pos ha hk) (sub_pos.2 ((div_lt_one hk).2 hak)) (by ring)
    simp only [smul_eq_mul, mul_zero, add_zero, Real.exp_zero, mul_one] at h
    have e : a / k * (-(k * (R - S))) = -(a * (R - S)) := by field_simp
    rwa [e] at h
  have shift : ∀ s : ℝ, exp (-(s * R)) = exp (-(s * S)) * exp (-(s * (R - S))) := by
    intro s
    rw [← Real.exp_add]
    congr 1
    ring
  have m := mul_lt_mul_of_pos_left key (mul_pos hc (Real.exp_pos (-(a * S))))
  rw [shift a, shift k]
  -- express the binding through the repulsion at the barrier
  calc c * (exp (-(a * S)) * exp (-(a * (R - S)))) - b * (exp (-(k * S)) * exp (-(k * (R - S))))
      = c * exp (-(a * S)) * exp (-(a * (R - S)))
        - a / k * (c * exp (-(a * S))) * exp (-(k * (R - S))) := by
          linear_combination (-exp (-(k * (R - S)))) * hB
    _ < (1 - a / k) * (c * exp (-(a * S))) := by linarith
```

The hypothesis `hR` says $R\neq R^*$, and the conclusion is $V(R)<V(R^*)$. This makes $R^*$ the only global maximum over the real line.

Let $t=R-R^*\neq0$ be the displacement and $A=c\,e^{-aR^*}>0$ the repulsion at the barrier. By the relation for the binding,
$$V(R)=A\,e^{-at}-\frac{a}{k}A\,e^{-kt}.$$
Now write $-at$ as a weighted average of $-kt$ and $0$, with weights $a/k$ and $1-a/k$. Strict convexity of the exponential gives
$$e^{-at}<\frac{a}{k}e^{-kt}+1-\frac{a}{k}.$$
Multiplying by $A$ and moving the first term on the right across yields $V(R)<(1-a/k)A=V(R^*)$.

Lean writes `S` for $R^*$. The displayed inequality is `key`, `shift` splits each exponential into its value at the barrier and a displacement factor, `m` is the multiplication by $A$, and the `calc` block assembles the result.

The convexity comes from Mathlib's `strictConvexOn_exp`. It is a pair: its first half says that the domain is convex, and `.2` selects the second half, the inequality itself. That half behaves like a function whose inputs are proofs. It receives the two points $-kt$ and $0$ through their membership in the domain, then `hne`, which says that they differ, then proofs that both weights are positive and add up to one. The weights are never passed explicitly; Lean reads them off from the positivity proofs. The `simp only` line then turns the general inequality into ordinary multiplication and replaces $e^0$ by $1$.

## The separated limit and physical distances

```lean
/-- For positive decay rates, the energy tends to that of the separated fragments as the bond is
stretched to infinity. -/
theorem energy_tendsto_zero {a k : ℝ} (ha : 0 < a) (hk : 0 < k) (b c : ℝ) :
    Tendsto (energy a k b c) atTop (𝓝 0) := by
  have h : ∀ s : ℝ, 0 < s → Tendsto (fun R : ℝ => exp (-(s * R))) atTop (𝓝 0) := fun s hs =>
    Real.tendsto_exp_neg_atTop_nhds_zero.comp (tendsto_id.const_mul_atTop hs)
  have h2 := ((h a ha).const_mul c).sub ((h k hk).const_mul b)
  simp only [mul_zero, sub_zero] at h2
  exact h2.congr (fun R => (energy_eq a k b c R).symm)
```

`Tendsto … atTop (𝓝 0)` reads "tends to $0$ as $R\to\infty$". Each exponential with a positive rate goes to zero, and so does their difference. The strengths may have any sign here. With $0<a<k$ and positive strengths, the energy is positive at large $R$ by `energy_pos_iff`, so the curve approaches the fragment energy from above.

```lean
/-- For positive strengths and decay rates `0 < a < k`, the barrier sits at a positive separation
exactly when `a c < k b`. -/
theorem barrierPosition_pos_iff {a k b c : ℝ} (ha : 0 < a) (hak : a < k) (hb : 0 < b)
    (hc : 0 < c) : 0 < barrierPosition a k b c ↔ a * c < k * b := by
  have hk : 0 < k := ha.trans hak
  unfold barrierPosition
  rw [lt_div_iff₀ (sub_pos.2 hak), zero_mul, Real.log_pos_iff (by positivity),
    one_lt_div (mul_pos ha hc)]
```

This says when the maximum lies at a positive distance. Since $k-a>0$, $R^*$ is positive exactly when the logarithm is, which means $kb/(ac)>1$, or $ac<kb$. If the repulsion is too strong for this, the maximum sits at $R\le0$ and has no meaning as a bond-stretching barrier.

## Binding proportional to the gap

```lean
/-- When the binding decays like the gap itself and `a`, `b`, `c` are positive, the energy has
its unique global maximum `c²/(4b)` at `ln(2b/c)/a`, and it is positive exactly beyond
`ln(b/c)/a`. -/
theorem stretched_bond_barrier {a b c : ℝ} (ha : 0 < a) (hb : 0 < b) (hc : 0 < c) :
    energy a (2 * a) b c (log (2 * b / c) / a) = c ^ 2 / (4 * b) ∧
    (∀ R, R ≠ log (2 * b / c) / a → energy a (2 * a) b c R < c ^ 2 / (4 * b)) ∧
    (∀ R, 0 < energy a (2 * a) b c R ↔ log (b / c) / a < R) := by
  have hak : a < 2 * a := by linarith
  have hs : 2 * a - a = a := by ring
  have hp : barrierPosition a (2 * a) b c = log (2 * b / c) / a := by
    have hq : 2 * a * b / (a * c) = 2 * b / c := by field_simp
    unfold barrierPosition
    rw [hq, hs]
  have hV : energy a (2 * a) b c (log (2 * b / c) / a) = c ^ 2 / (4 * b) := by
    have e : a * (log (2 * b / c) / a) = log (2 * b / c) := by field_simp
    have r : a / (2 * a) = 1 / 2 := by field_simp
    have h := barrier_height ha hak hb hc
    rw [hp, e, Real.exp_neg, Real.exp_log (by positivity), inv_div, r] at h
    rw [h]
    ring
  refine ⟨hV, fun R hR => ?_, fun R => ?_⟩
  · have h := energy_lt_barrier ha hak hb hc (R := R) (by rwa [hp])
    rwa [hp, hV] at h
  · have h := energy_pos_iff hak hb hc R
    rwa [hs] at h

end

end RPAStretchedBond
```

```lean
#print axioms RPAStretchedBond.energy_tendsto_zero
#print axioms RPAStretchedBond.barrierPosition_pos_iff
#print axioms RPAStretchedBond.stretched_bond_barrier
```

```
'RPAStretchedBond.energy_tendsto_zero' depends on axioms: [propext, Classical.choice, Quot.sound]
'RPAStretchedBond.barrierPosition_pos_iff' depends on axioms: [propext, Classical.choice, Quot.sound]
'RPAStretchedBond.stretched_bond_barrier' depends on axioms: [propext, Classical.choice, Quot.sound]
```

Setting $k=2a$ makes the binding proportional to the gap, so $V(R)=c\,e^{-aR}-b\,e^{-2aR}$. For positive $a$, $b$ and $c$, the three claims joined by `∧` are:

- $V$ equals $c^2/(4b)$ at $R^*=\ln(2b/c)/a$.
- $V$ is strictly smaller at every other real $R$.
- $V(R)>0$ exactly when $R>\ln(b/c)/a$.

By hand, $k-a=a$ and $kb/(ac)=2b/c$, which gives the position. Then $e^{-aR^*}=c/(2b)$ and $1-a/k=1/2$, so the height is $\frac12\cdot c\cdot\frac{c}{2b}=\frac{c^2}{4b}$. In the proof, `hp` is the position and `hV` the height. The `refine` line supplies `hV` for the first claim and leaves the other two, which follow from `energy_lt_barrier` and `energy_pos_iff`.

For a numerical instance, take $a=1$, $b=2$, $c=1$, so that $V(R)=e^{-R}-2e^{-2R}$. The maximum is at $R^*=\ln4\approx1.386$, and the energy is positive beyond $\ln2\approx0.693$. Direct substitution agrees:

| $R$ | $e^{-R}$ | $V(R)$ |
|---|---|---|
| $\ln 2$ | $1/2$ | $1/2-2/4=0$ |
| $\ln 4$ | $1/4$ | $1/4-2/16=1/8$ |
| $\ln 8$ | $1/8$ | $1/8-2/64=3/32$ |

The middle value is $c^2/(4b)=1/8$, and the last one is already on the way down to zero.
